# With contact field shifts and bounded continuous densities, a heavy Yukawa boson's King determinant falls off faster than 1/m²

To turn a limit on King-plot nonlinearity into a limit on a new boson's coupling \(g\), I divide the determinant of the measured shifts by an electronic factor \(F_1X_2-F_2X_1\) and a nuclear factor. For a heavy boson the electronic factor becomes a small difference of two products, and I want to know how small it should be before I trust my numerical value.

My understanding is that a very short-ranged force looks like a field shift, so the leading \(1/m^2\) terms cancel. Can this be made rigorous and machine-checked, including whether the \(1/m^3\) term survives?

## The contact term cancels between the two transitions

Yes. Take three isotope pairs and two transitions \(i=1,2\). Each of the following vectors in \(\mathbb R^3\) has one entry per pair: \(\mu\) holds the inverse-mass differences, \(\lambda\) the changes in mean-square charge radius, and \(h\) the nuclear factors of the boson term, such as differences in neutron number. With mass-shift constants \(K_i\), field-shift constants \(F_i\) and boson coefficients \(X_i\), the shifts are

\[
\nu_i=K_i\mu+F_i\lambda+gX_ih .
\]

In \(\det(\nu_1,\nu_2,\mu)\), subtracting \(K_i\mu\) from row \(i\) changes nothing. Expanding the remaining two rows, the terms with a repeated vector vanish:

\[
\begin{aligned}
\det(\nu_1,\nu_2,\mu)&=gF_1X_2\det(\lambda,h,\mu)+gX_1F_2\det(h,\lambda,\mu)\\
&=g(F_1X_2-F_2X_1)\det(\lambda,h,\mu).
\end{aligned}
\]

If both factors multiplying \(g\) are nonzero, division gives \(g\).

Now let \(\rho_i(r)\) be the change in electron density at radius \(r\), averaged over angles, in transition \(i\), and set

\[
F_i=k\rho_i(0),\qquad X_i(m)=\int_0^\infty \rho_i(r)\,r\,e^{-mr}\,dr .
\]

Here \(k\) is a constant common to both transitions, and \(m\) is the boson's mass expressed as an inverse length. The integrand is the density change times the Yukawa potential \(e^{-mr}/r\) times the volume factor \(r^2\). For \(m>0\), substituting \(s=mr\) gives

\[
m^2X_i(m)=\int_0^\infty \rho_i(s/m)\,s\,e^{-s}\,ds .
\]

If \(|\rho_i|\le B_i\), the integrand is at most \(B_i\,s\,e^{-s}\) in absolute value, which is integrable and independent of \(m\). At fixed \(s\), continuity gives \(\rho_i(s/m)\to\rho_i(0)\). Dominated convergence and \(\int_0^\infty s\,e^{-s}\,ds=1\) then yield \(m^2X_i(m)\to\rho_i(0)\), so

\[
m^2(F_1X_2-F_2X_1)\to k\rho_1(0)\rho_2(0)-k\rho_2(0)\rho_1(0)=0 .
\]

At fixed \(g\) and fixed nuclear vectors, the King determinant inherits this limit.

For the next order, take \(\rho_i=c_ie^{-a_ir}\). Then \(X_i=c_i/(m+a_i)^2\) once \(m+a_i>0\), and

\[
F_1X_2-F_2X_1=kc_1c_2\,\frac{(a_1-a_2)(2m+a_1+a_2)}{(m+a_1)^2(m+a_2)^2}.
\]

Multiplied by \(m^3\), this tends to \(2kc_1c_2(a_1-a_2)\), which is nonzero when \(k,c_1,c_2\neq0\) and \(a_1\neq a_2\). For \(a_i\ge0\) these densities are continuous and bounded on \(r\ge0\), so those two properties alone do not remove the \(1/m^3\) term. These exponentials are mathematical examples, not density changes of a real transition: a single exponential does not integrate to zero, as conservation of electron number requires, and \(a_1\neq a_2\) conflicts with the nonrelativistic cusp condition. For a point nucleus of charge \(Z\), that condition gives \(\rho_i'(0)=-2Z\rho_i(0)\) in atomic units for both transitions. Expanding \(\rho_i\) to first order at the origin gives the \(1/m^3\) coefficient \(2k(\rho_1(0)\rho_2'(0)-\rho_2(0)\rho_1'(0))\), which then vanishes. This last remark is not part of the Lean file.

For your calculation, if the shifts follow this model with a single boson, \(F_i=k\rho_i(0)\) and bounded continuous \(\rho_i\), the upper limit on \(|g|\) obtained from a fixed limit on the determinant grows faster than \(m^2\). If your \(F_i\) are obtained in another way, \(m^2\) times the electronic factor tends to \(F_1\rho_2(0)-F_2\rho_1(0)\), which need not vanish. For large \(m\) and \(F_i=k\rho_i(0)\neq0\), the two products nearly cancel, so an electronic factor computed from separately approximated \(X_1\) and \(X_2\) can have a large relative error.

## The Lean file

```lean
import Mathlib

open Filter Topology MeasureTheory Set

namespace KingPlotYukawa

noncomputable section

/-- The determinant with rows `u`, `v`, `w`, each row listing one quantity for three isotope
pairs. -/
def kingDet (u v w : Fin 3 → ℝ) : ℝ :=
  Matrix.det !![u 0, u 1, u 2; v 0, v 1, v 2; w 0, w 1, w 2]

/-- The isotope shifts of one transition: mass shift `K μ`, field shift `F lam`, and a new-boson
term `g X h`. -/
def isotopeShift (K F X g : ℝ) (μ lam h : Fin 3 → ℝ) : Fin 3 → ℝ :=
  fun a => K * μ a + F * lam a + g * X * h a

/-- The field-shift constant `k ρ(0)`, proportional to the density change at the nucleus. -/
def fieldShift (k : ℝ) (ρ : ℝ → ℝ) : ℝ := k * ρ 0

/-- The electronic coefficient of a Yukawa potential with mediator mass `m`: the integral of
`ρ(r) r exp(-m r)` over `r > 0`. -/
def yukawaCoeff (ρ : ℝ → ℝ) (m : ℝ) : ℝ :=
  ∫ r in Ioi (0 : ℝ), ρ r * r * Real.exp (-(m * r))

/-- The King determinant of two transitions is the coupling times an electronic factor times a
nuclear factor. -/
theorem kingDet_isotopeShift (K₁ K₂ F₁ F₂ X₁ X₂ g : ℝ) (μ lam h : Fin 3 → ℝ) :
    kingDet (isotopeShift K₁ F₁ X₁ g μ lam h) (isotopeShift K₂ F₂ X₂ g μ lam h) μ
      = g * (F₁ * X₂ - F₂ * X₁) * kingDet lam h μ := by
  have expand : ∀ u v w : Fin 3 → ℝ, kingDet u v w =
      u 0 * v 1 * w 2 - u 0 * v 2 * w 1 - u 1 * v 0 * w 2
        + u 1 * v 2 * w 0 + u 2 * v 0 * w 1 - u 2 * v 1 * w 0 := by
    intro u v w
    simp [kingDet, Matrix.det_fin_three]
  simp only [expand, isotopeShift]
  ring

/-- When the electronic and nuclear factors are nonzero, the coupling is the King determinant
divided by their product. -/
theorem coupling_eq (K₁ K₂ F₁ F₂ X₁ X₂ g : ℝ) (μ lam h : Fin 3 → ℝ)
    (hel : F₁ * X₂ - F₂ * X₁ ≠ 0) (hnuc : kingDet lam h μ ≠ 0) :
    g = kingDet (isotopeShift K₁ F₁ X₁ g μ lam h) (isotopeShift K₂ F₂ X₂ g μ lam h) μ
      / ((F₁ * X₂ - F₂ * X₁) * kingDet lam h μ) := by
  rw [eq_div_iff (mul_ne_zero hel hnuc), kingDet_isotopeShift]
  ring

/-- The weight `s exp(-s)` has unit integral over `s > 0`, here multiplied by a constant `c`. -/
theorem integral_weight (c : ℝ) :
    ∫ s in Ioi (0 : ℝ), c * s * Real.exp (-s) = c := by
  have h := Real.Gamma_eq_integral (s := 2) (by norm_num)
  have e : (2 : ℝ) - 1 = 1 := by norm_num
  simp only [e, Real.rpow_one, Real.Gamma_two] at h
  calc ∫ s in Ioi (0 : ℝ), c * s * Real.exp (-s)
      = ∫ s in Ioi (0 : ℝ), c * (Real.exp (-s) * s) := by
        refine integral_congr_ae (Eventually.of_forall fun s => ?_)
        ring
    _ = c := by rw [integral_const_mul, ← h, mul_one]

/-- In the scaled radius `s = m r`, the Yukawa coefficient times `m²` is an average of the density
at `s / m` with weight `s exp(-s)`. -/
theorem sq_mul_yukawaCoeff (ρ : ℝ → ℝ) {m : ℝ} (hm : 0 < m) :
    m ^ 2 * yukawaCoeff ρ m = ∫ s in Ioi (0 : ℝ), ρ (s / m) * s * Real.exp (-s) := by
  have h := integral_comp_mul_left_Ioi (fun s => ρ (s / m) * s * Real.exp (-s)) 0 hm
  simp only [mul_zero, smul_eq_mul] at h
  have h2 : ∫ r in Ioi (0 : ℝ), ρ (m * r / m) * (m * r) * Real.exp (-(m * r))
      = m * yukawaCoeff ρ m := by
    unfold yukawaCoeff
    rw [← integral_const_mul]
    refine integral_congr_ae (Eventually.of_forall fun r => ?_)
    have e : m * r / m = r := mul_div_cancel_left₀ r hm.ne'
    simp only [e]
    ring
  rw [h2] at h
  rw [pow_two, mul_assoc, h, ← mul_assoc, mul_inv_cancel₀ hm.ne', one_mul]

/-- For a bounded continuous density and a growing mediator mass, `m²` times the Yukawa coefficient
tends to the density at the nucleus. -/
theorem tendsto_sq_mul_yukawaCoeff {ρ : ℝ → ℝ} {B : ℝ} (hρ : ContinuousOn ρ (Ici 0))
    (hB : ∀ r, 0 ≤ r → |ρ r| ≤ B) :
    Tendsto (fun m => m ^ 2 * yukawaCoeff ρ m) atTop (𝓝 (ρ 0)) := by
  have key : Tendsto (fun m : ℝ => ∫ s in Ioi (0 : ℝ), ρ (s / m) * s * Real.exp (-s)) atTop
      (𝓝 (∫ s in Ioi (0 : ℝ), ρ 0 * s * Real.exp (-s))) := by
    refine tendsto_integral_filter_of_dominated_convergence
      (fun s => B * (Real.exp (-s) * s)) ?_ ?_ ?_ ?_
    · filter_upwards [eventually_gt_atTop (0 : ℝ)] with m hm
      have hd : ContinuousOn (fun s : ℝ => s / m) (Ioi 0) := by fun_prop
      have hc : ContinuousOn (fun s : ℝ => ρ (s / m)) (Ioi 0) :=
        hρ.comp hd fun s hs => mem_Ici.2 (div_pos (mem_Ioi.1 hs) hm).le
      have he : ContinuousOn (fun s : ℝ => Real.exp (-s)) (Ioi 0) := by fun_prop
      have hall : ContinuousOn (fun s : ℝ => ρ (s / m) * s * Real.exp (-s)) (Ioi 0) :=
        (hc.mul continuousOn_id).mul he
      exact hall.aestronglyMeasurable measurableSet_Ioi
    · -- the bounded density gives a dominating function independent of the mass
      filter_upwards [eventually_gt_atTop (0 : ℝ)] with m hm
      filter_upwards [ae_restrict_mem measurableSet_Ioi] with s hs
      have hs' : 0 < s := hs
      rw [Real.norm_eq_abs, abs_mul, abs_mul, abs_of_pos hs', Real.abs_exp, mul_assoc,
        mul_comm s]
      exact mul_le_mul_of_nonneg_right (hB _ (div_pos hs' hm).le) (by positivity)
    · have h := Real.GammaIntegral_convergent (s := 2) (by norm_num)
      have e : (2 : ℝ) - 1 = 1 := by norm_num
      simp only [e, Real.rpow_one] at h
      exact h.const_mul B
    · -- at fixed scaled radius the density is probed ever closer to the nucleus
      filter_upwards [ae_restrict_mem measurableSet_Ioi] with s hs
      have hs' : 0 < s := hs
      have hz : Tendsto (fun m : ℝ => s / m) atTop (𝓝[Ici 0] 0) := by
        refine tendsto_nhdsWithin_iff.2 ⟨tendsto_const_nhds.div_atTop tendsto_id, ?_⟩
        filter_upwards [eventually_gt_atTop (0 : ℝ)] with m hm
        exact mem_Ici.2 (div_pos hs' hm).le
      have h0 : Tendsto ρ (𝓝[Ici 0] 0) (𝓝 (ρ 0)) := hρ 0 (mem_Ici.2 le_rfl)
      exact ((h0.comp hz).mul_const s).mul_const (Real.exp (-s))
  rw [integral_weight] at key
  refine key.congr' ?_
  filter_upwards [eventually_gt_atTop (0 : ℝ)] with m hm
  exact (sq_mul_yukawaCoeff ρ hm).symm

/-- For bounded continuous densities, the electronic factor `F₁X₂ - F₂X₁` falls off faster than
`1/m²` as the mediator mass grows. -/
theorem tendsto_electronic_factor {ρ₁ ρ₂ : ℝ → ℝ} {B₁ B₂ : ℝ} (k : ℝ)
    (h₁ : ContinuousOn ρ₁ (Ici 0)) (h₂ : ContinuousOn ρ₂ (Ici 0))
    (hB₁ : ∀ r, 0 ≤ r → |ρ₁ r| ≤ B₁) (hB₂ : ∀ r, 0 ≤ r → |ρ₂ r| ≤ B₂) :
    Tendsto (fun m => m ^ 2 * (fieldShift k ρ₁ * yukawaCoeff ρ₂ m
      - fieldShift k ρ₂ * yukawaCoeff ρ₁ m)) atTop (𝓝 0) := by
  have h := ((tendsto_sq_mul_yukawaCoeff h₂ hB₂).const_mul (fieldShift k ρ₁)).sub
    ((tendsto_sq_mul_yukawaCoeff h₁ hB₁).const_mul (fieldShift k ρ₂))
  -- the two contact terms cancel
  have e : fieldShift k ρ₁ * ρ₂ 0 - fieldShift k ρ₂ * ρ₁ 0 = 0 := by
    unfold fieldShift
    ring
  rw [e] at h
  refine h.congr fun m => ?_
  ring

/-- For bounded continuous densities, at fixed coupling and fixed nuclear vectors, the King
determinant produced by a Yukawa boson falls off faster than `1/m²` as the mediator mass grows. -/
theorem tendsto_king_nonlinearity {ρ₁ ρ₂ : ℝ → ℝ} {B₁ B₂ : ℝ} (k K₁ K₂ g : ℝ)
    (μ lam h : Fin 3 → ℝ)
    (h₁ : ContinuousOn ρ₁ (Ici 0)) (h₂ : ContinuousOn ρ₂ (Ici 0))
    (hB₁ : ∀ r, 0 ≤ r → |ρ₁ r| ≤ B₁) (hB₂ : ∀ r, 0 ≤ r → |ρ₂ r| ≤ B₂) :
    Tendsto (fun m => m ^ 2 * kingDet
      (isotopeShift K₁ (fieldShift k ρ₁) (yukawaCoeff ρ₁ m) g μ lam h)
      (isotopeShift K₂ (fieldShift k ρ₂) (yukawaCoeff ρ₂ m) g μ lam h) μ) atTop (𝓝 0) := by
  have t := (tendsto_electronic_factor k h₁ h₂ hB₁ hB₂).const_mul (g * kingDet lam h μ)
  rw [mul_zero] at t
  refine t.congr fun m => ?_
  rw [kingDet_isotopeShift]
  ring

/-- The exponential density `c exp(-a r)` has Yukawa coefficient `c / (m + a)²` when
`m + a > 0`. -/
theorem yukawaCoeff_exp (c a : ℝ) {m : ℝ} (hm : 0 < m + a) :
    yukawaCoeff (fun r => c * Real.exp (-(a * r))) m = c / (m + a) ^ 2 := by
  -- the decay rate of the density adds to the mediator mass
  have hshift : yukawaCoeff (fun r => c * Real.exp (-(a * r))) m
      = yukawaCoeff (fun _ => c) (m + a) := by
    unfold yukawaCoeff
    refine integral_congr_ae (Eventually.of_forall fun r => ?_)
    have e : Real.exp (-((m + a) * r)) = Real.exp (-(a * r)) * Real.exp (-(m * r)) := by
      rw [← Real.exp_add]
      congr 1
      ring
    simp only [e]
    ring
  have h := sq_mul_yukawaCoeff (fun _ => c) hm
  rw [integral_weight] at h
  rw [hshift, eq_div_iff (pow_ne_zero 2 hm.ne'), mul_comm]
  exact h

/-- For two exponential densities `cᵢ exp(-aᵢ r)`, the electronic factor times `m³` tends to
`2 k c₁ c₂ (a₁ - a₂)`. -/
theorem tendsto_electronic_factor_exp (k c₁ c₂ a₁ a₂ : ℝ) :
    Tendsto (fun m => m ^ 3 *
      (fieldShift k (fun r => c₁ * Real.exp (-(a₁ * r)))
          * yukawaCoeff (fun r => c₂ * Real.exp (-(a₂ * r))) m
        - fieldShift k (fun r => c₂ * Real.exp (-(a₂ * r)))
          * yukawaCoeff (fun r => c₁ * Real.exp (-(a₁ * r))) m))
      atTop (𝓝 (2 * k * c₁ * c₂ * (a₁ - a₂))) := by
  -- express everything through the range `u = 1/m` of the force
  have hc : ContinuousAt (fun u : ℝ => k * c₁ * c₂ * (a₁ - a₂) * (2 + (a₁ + a₂) * u)
      / ((1 + a₁ * u) ^ 2 * (1 + a₂ * u) ^ 2)) 0 :=
    ContinuousAt.div (by fun_prop) (by fun_prop) (by simp)
  have h := hc.tendsto.comp (tendsto_inv_atTop_zero (𝕜 := ℝ))
  have e : k * c₁ * c₂ * (a₁ - a₂) * (2 + (a₁ + a₂) * 0)
      / ((1 + a₁ * 0) ^ 2 * (1 + a₂ * 0) ^ 2) = 2 * k * c₁ * c₂ * (a₁ - a₂) := by
    simp only [mul_zero, add_zero, one_pow, mul_one, div_one]
    ring
  rw [e] at h
  refine h.congr' ?_
  filter_upwards [eventually_gt_atTop (0 : ℝ), eventually_gt_atTop (-a₁),
    eventually_gt_atTop (-a₂)] with m hm hm₁ hm₂
  have p₁ : 0 < m + a₁ := by linarith
  have p₂ : 0 < m + a₂ := by linarith
  have n₁ := p₁.ne'
  have n₂ := p₂.ne'
  have e₁ : 1 + a₁ * m⁻¹ = (m + a₁) / m := by field_simp
  have e₂ : 1 + a₂ * m⁻¹ = (m + a₂) / m := by field_simp
  rw [yukawaCoeff_exp c₁ a₁ p₁, yukawaCoeff_exp c₂ a₂ p₂]
  simp only [Function.comp_apply, fieldShift, mul_zero, neg_zero, Real.exp_zero, mul_one, e₁, e₂]
  field_simp
  ring

end

end KingPlotYukawa
```

```lean
#print axioms KingPlotYukawa.coupling_eq
-- 'KingPlotYukawa.coupling_eq' depends on axioms: [propext, Classical.choice, Quot.sound]
#print axioms KingPlotYukawa.tendsto_king_nonlinearity
-- 'KingPlotYukawa.tendsto_king_nonlinearity' depends on axioms: [propext, Classical.choice, Quot.sound]
#print axioms KingPlotYukawa.tendsto_electronic_factor_exp
-- 'KingPlotYukawa.tendsto_electronic_factor_exp' depends on axioms: [propext, Classical.choice, Quot.sound]
```

## How the definitions encode the atomic model

A vector over the three isotope pairs is a function `Fin 3 → ℝ`, with pairs numbered 0, 1, 2. `kingDet u v w` has the vectors as rows in the order given, and that order fixes the sign. `isotopeShift` is the formula for \(\nu_i\), with `lam` for \(\lambda\).

`fieldShift k ρ` is \(k\rho(0)\). The constant `k` stands for the response of the electronic energy to a change in the mean-square nuclear charge radius, per unit of density at the nucleus. It is postulated to be the same for both transitions, and the cancellation relies on that. `yukawaCoeff ρ m` is the integral over `Ioi 0`, that is \(r>0\). The mass is an inverse length, and angular and sign factors common to both transitions are absorbed into \(g\).

The density is a function `ℝ → ℝ`, of either sign. `ContinuousOn ρ (Ici 0)` and the bound by `B` constrain it only for \(r\ge0\). `Tendsto … atTop (𝓝 0)` says that the expression tends to zero as \(m\to\infty\).

`coupling_eq` concerns shifts generated by the model; it does not show that measured shifts have this form. Higher-order nuclear effects, which also bend King plots, are absent. The boson's source is a point, and densities that diverge at the origin, such as Dirac \(s\) densities for a point nucleus, are excluded. The general theorem gives a limit, with no error estimate at finite \(m\).

## How the proof follows the calculation

`kingDet_isotopeShift` writes out the six terms of the determinant and lets `ring` do the algebra that row subtraction does by hand. `coupling_eq` clears the nonzero denominator and applies that identity.

`integral_weight` obtains the unit integral from \(\Gamma(2)=1\), carrying a constant `c` along. `sq_mul_yukawaCoeff` is the substitution \(s=mr\), using `integral_comp_mul_left_Ioi`.

The analytic core is `tendsto_sq_mul_yukawaCoeff`. Its call to dominated convergence leaves four goals, in this order: measurability of the integrand, the bound \(B\,s\,e^{-s}\), integrability of that bound, and the pointwise limit. The last uses the one-sided neighbourhood `𝓝[Ici 0] 0`, because \(s/m\) approaches the nucleus from positive radii.

`tendsto_electronic_factor` combines the limits for the two densities, and its equation `e` is the cancellation of the contact terms. `tendsto_king_nonlinearity` multiplies by the constant `g * kingDet lam h μ`.

For exponentials, `yukawaCoeff_exp` absorbs the decay rate into the mass, leaving a constant density at mass \(m+a\), to which the scaling lemma applies. `tendsto_electronic_factor_exp` rewrites the explicit fraction in \(u=1/m\) and reads off the limit from continuity at \(u=0\).
